# Projected ballot strings of N spins one half form a basis of the kernel of \(S_+\) at each M

An open shell with \(N\) singly occupied orbitals has \(2^N\) strings of alpha and beta spins, and those that contain both alpha and beta are not eigenfunctions of the total spin. For \(M \ge 0\), projecting the strings with z-component \(M\) onto the kernel of the raising operator \(S_+\) keeps only their part with total spin \(S = M\). The projections of all these strings are in general linearly dependent, so the question is which strings to keep.

In Lean 4 with Mathlib:

```lean
import Mathlib

open Finset

namespace ProjectedSpinStrings

noncomputable section

/-- Strings of `N` spins one half; `false` is alpha (up) and `true` is beta (down). -/
abbrev Spins (N : ℕ) := Fin N → Bool

/-- Twice the z-component of one spin. -/
def sz2 : Bool → ℤ
  | false => 1
  | true => -1

variable {N : ℕ}

/-- Twice the total z-component `M`: the number of alphas minus the number of betas. -/
def twoM (s : Spins N) : ℤ := ∑ i, sz2 (s i)

/-- Every prefix (the first `m` sites) has at least as many alphas as betas. -/
def Ballot (s : Spins N) : Prop :=
  ∀ m : ℕ, 0 ≤ ∑ i : Fin N, if (i : ℕ) < m then sz2 (s i) else 0

/-- The state `f` contains only strings with `2M = d`. -/
def InSector (d : ℤ) (f : Spins N → ℂ) : Prop := ∀ s, twoM s ≠ d → f s = 0

/-- The string `w` with one more spin `b` at its end. -/
def append (w : Spins N) (b : Bool) : Spins (N + 1) := Fin.snoc (α := fun _ => Bool) w b

/-- The component of a state in which the last spin is `b`. -/
def slice (f : Spins (N + 1) → ℂ) (b : Bool) : Spins N → ℂ := fun w => f (append w b)

/-- The total ladder operators on amplitudes: S+ for `b = true`, S- for `b = false`. -/
def ladder (b : Bool) : (Spins N → ℂ) →ₗ[ℂ] (Spins N → ℂ) where
  toFun f s := ∑ i with s i ≠ b, f (Function.update s i b)
  map_add' f g := by ext s; simp [sum_add_distrib]
  map_smul' c f := by ext s; simp [mul_sum]

local notation "S₊" => ladder true
local notation "S₋" => ladder false

/-- The kernel of S+ in the sector `2M = d`. -/
def kernelPlus (N : ℕ) (d : ℤ) : Submodule ℂ (EuclideanSpace ℂ (Spins N)) where
  carrier := {v | S₊ v.ofLp = 0 ∧ InSector d v.ofLp}
  add_mem' ha hb := ⟨by simp [ha.1, hb.1], fun s hs => by simp [ha.2 s hs, hb.2 s hs]⟩
  zero_mem' := ⟨by simp, fun _ _ => rfl⟩
  smul_mem' c _ ha := ⟨by simp [ha.1], fun s hs => by simp [ha.2 s hs]⟩

/-- The orthogonal projection of a ballot string with `2M = d` onto the kernel of S+. -/
def projected (N : ℕ) (d : ℤ) (s : {s : Spins N // Ballot s ∧ twoM s = d}) :
    EuclideanSpace ℂ (Spins N) :=
  (kernelPlus N d).starProjection (EuclideanSpace.single s.1 1)

/-- Every nonempty string is a shorter string followed by one spin. -/
theorem exists_append (s : Spins (N + 1)) : ∃ w b, s = append w b :=
  ⟨fun i => s i.castSucc, s (Fin.last N), (Fin.snoc_init_self s).symm⟩

/-- A ladder operator acts on the first `N` spins or flips the last one. -/
theorem slice_ladder (b : Bool) (f : Spins (N + 1) → ℂ) (c : Bool) :
    slice (ladder b f) c = ladder b (slice f c) + if c = b then 0 else slice f b := by
  funext w
  have hu : ∀ x y : Bool, Function.update (Fin.snoc (α := fun _ => Bool) w x) (Fin.last N) y =
      Fin.snoc (α := fun _ => Bool) w y := by
    intro x y
    funext j
    refine Fin.lastCases ?_ (fun j => ?_) j
    · rw [Function.update_self, Fin.snoc_last]
    · rw [Function.update_of_ne (Fin.castSucc_lt_last j).ne, Fin.snoc_castSucc,
        Fin.snoc_castSucc]
  cases b <;> cases c <;>
    simp [ladder, slice, append, sum_filter, Fin.sum_univ_castSucc, hu]

/-- The z-components of a string and of a spin added at its end sum up. -/
theorem twoM_append (w : Spins N) (b : Bool) : twoM (append w b) = twoM w + sz2 b := by
  simp [twoM, append, Fin.sum_univ_castSucc]

/-- A string is ballot exactly when it is so without its last spin and has `M ≥ 0`. -/
theorem ballot_append (w : Spins N) (b : Bool) :
    Ballot (append w b) ↔ Ballot w ∧ 0 ≤ twoM (append w b) := by
  have hp : ∀ m : ℕ, (∑ i : Fin (N + 1), if (i : ℕ) < m then sz2 (append w b i) else 0) =
      (∑ i : Fin N, if (i : ℕ) < m then sz2 (w i) else 0) + if N < m then sz2 b else 0 := by
    intro m
    simp [append, Fin.sum_univ_castSucc]
  have hf : ∀ m : ℕ, N ≤ m → (∑ i : Fin N, if (i : ℕ) < m then sz2 (w i) else 0) = twoM w :=
    fun m hm => sum_congr rfl fun i _ => if_pos (i.2.trans_le hm)
  rw [twoM_append]
  refine ⟨fun h => ⟨fun m => ?_, ?_⟩, fun h m => ?_⟩
  · rcases le_total m N with hm | hm
    · have := h m
      rwa [hp, if_neg (not_lt_of_ge hm), add_zero] at this
    · have := h N
      rw [hp, if_neg (lt_irrefl N), add_zero, hf N le_rfl] at this
      rwa [hf m hm]
  · have := h (N + 1)
    rwa [hp, hf _ (Nat.le_succ N), if_pos (Nat.lt_succ_self N)] at this
  · rw [hp]
    rcases lt_or_ge N m with hm | hm
    · rw [if_pos hm, hf m hm.le]
      exact h.2
    · rw [if_neg (not_lt_of_ge hm), add_zero]
      exact h.1 m

/-- The commutation relation [S+, S-] = 2 Sz on a state with `2M = d`. -/
theorem raise_lower (d : ℤ) (f : Spins N → ℂ) (hf : InSector d f) :
    S₊ (S₋ f) = S₋ (S₊ f) + (d : ℂ) • f := by
  induction N generalizing d with
  | zero =>
    funext s
    by_cases h : d = 0
    · simp [ladder, h]
    · simp [ladder, hf s (by simpa [twoM] using Ne.symm h)]
  | succ N ih =>
    funext s
    obtain ⟨w, c, rfl⟩ := exists_append s
    have j := congrFun (ih (d - sz2 c) (slice f c)
      (fun w hw => hf _ (by rw [twoM_append]; omega))) w
    change slice (S₊ (S₋ f)) c w = slice (S₋ (S₊ f)) c w + (d : ℂ) * slice f c w
    cases c <;> simp only [slice_ladder, map_add, Pi.add_apply, Pi.smul_apply, smul_eq_mul,
      Pi.zero_apply, add_zero, sz2, reduceCtorEq, ↓reduceIte] at j ⊢ <;>
      push_cast at j <;> linear_combination j

/-- S- lowers M by one. -/
theorem lower_sector {d : ℤ} {g : Spins N → ℂ} (hg : InSector d g) :
    InSector (d - 2) (S₋ g) := by
  intro s hs
  change ∑ i with s i ≠ false, g (Function.update s i false) = 0
  refine sum_eq_zero fun i hi => hg _ fun h => hs ?_
  have hi' : s i = true := by simpa using hi
  have h1 := add_sum_erase univ (fun j => sz2 (s j)) (mem_univ i)
  have h2 := add_sum_erase univ (fun j => sz2 (Function.update s i false j)) (mem_univ i)
  have e : ∑ j ∈ univ.erase i, sz2 (Function.update s i false j) =
      ∑ j ∈ univ.erase i, sz2 (s j) :=
    sum_congr rfl fun j hj => by rw [Function.update_of_ne (ne_of_mem_erase hj)]
  have z1 : sz2 (s i) = -1 := by simp [hi', sz2]
  have z2 : sz2 (Function.update s i false i) = 1 := by simp [sz2]
  simp only [e, z1, z2] at h1 h2
  unfold twoM at h ⊢
  linarith

/-- A state with M < 0 that satisfies S- S+ f = c f for an integer c ≤ 0 is zero. -/
theorem eq_zero_of_neg (c d : ℤ) (f : Spins N → ℂ) (hc : c ≤ 0) (hd : d < 0)
    (hf : InSector d f) (h : S₋ (S₊ f) = (c : ℂ) • f) : f = 0 := by
  obtain ⟨n, hn⟩ : ∃ n : ℕ, d < n - N := ⟨N, by omega⟩
  induction n generalizing c d f with
  | zero =>
    refine funext fun s => hf s fun hs => ?_
    have hz : ∀ b, -1 ≤ sz2 b := by decide
    have h1 := card_nsmul_le_sum univ (fun i => sz2 (s i)) (-1) (fun i _ => hz (s i))
    have h2 : -(N : ℤ) ≤ twoM s := by simpa [twoM] using h1
    omega
  | succ n ih =>
    -- S- f is again such a state, with smaller M
    have hr := raise_lower d f hf
    rw [h, ← add_smul] at hr
    have hl : S₋ f = 0 := ih (c + d) (d - 2) (S₋ f) (by omega) (by omega) (lower_sector hf)
      (by rw [hr, map_smul]; push_cast; rfl) (by push_cast at hn; omega)
    rw [hl, map_zero] at hr
    exact (smul_eq_zero.1 hr.symm).resolve_left (by exact_mod_cast (by omega : c + d ≠ 0))

/-- A state of definite M that is annihilated by S+ and has no amplitude on ballot strings
is zero. -/
theorem eq_zero_of_ballot (d : ℤ) (f : Spins N → ℂ) (hf : InSector d f) (h : S₊ f = 0)
    (hb : ∀ s, Ballot s → f s = 0) : f = 0 := by
  induction N generalizing d with
  | zero => exact funext fun s => hb s (fun m => by simp)
  | succ N ih =>
    rcases lt_or_ge d 0 with hd | hd
    · exact eq_zero_of_neg 0 d f le_rfl hd hf (by simp [h])
    have key : ∀ b, S₊ (slice f b) = 0 → slice f b = 0 := fun b h0 =>
      ih (d - sz2 b) _ (fun w hw => hf _ (by rw [twoM_append]; omega)) h0 fun w hw => by
        by_cases hs : twoM (append w b) = d
        · exact hb _ ((ballot_append w b).2 ⟨hw, by omega⟩)
        · exact hf _ hs
    have e1 := slice_ladder true f true
    rw [h, if_pos rfl, add_zero] at e1
    have h1 := key true e1.symm
    have e2 := slice_ladder true f false
    rw [h, if_neg Bool.false_ne_true, h1, add_zero] at e2
    have h2 := key false e2.symm
    funext s
    obtain ⟨w, b, rfl⟩ := exists_append s
    cases b
    · exact congrFun h2 w
    · exact congrFun h1 w

/-- In each sector, some state annihilated by S+ has arbitrarily prescribed amplitudes on the
ballot strings of that sector. -/
theorem exists_of_ballot (d : ℤ) (c : Spins N → ℂ) : ∃ f : Spins N → ℂ,
    InSector d f ∧ S₊ f = 0 ∧ ∀ s, Ballot s → twoM s = d → f s = c s := by
  induction N generalizing d with
  | zero =>
    exact ⟨fun s => if twoM s = d then c s else 0, fun s hs => if_neg hs,
      funext fun s => by simp [ladder], fun s _ hs => if_pos hs⟩
  | succ N ih =>
    rcases lt_or_ge d 0 with hd | hd
    · refine ⟨0, fun _ _ => rfl, map_zero _, fun s hb hs => ?_⟩
      obtain ⟨w, b, rfl⟩ := exists_append s
      have := ((ballot_append w b).1 hb).2
      omega
    obtain ⟨g, hg, hg0, hgc⟩ := ih (d + 1) (slice c true)
    obtain ⟨r, hr⟩ : ∃ r : ℂ, r = ((d + 1 : ℤ) : ℂ)⁻¹ := ⟨_, rfl⟩
    obtain ⟨p, hp, hp0, hpc⟩ := ih (d - 1) (fun w => c (append w false) + r * S₋ g w)
    have hd1 : ((d + 1 : ℤ) : ℂ) ≠ 0 := Int.cast_ne_zero.2 (by omega)
    -- S+ must map the component with a final alpha to -g
    have ha : S₊ (p - r • S₋ g) = -g := by
      rw [map_sub, map_smul, hp0, raise_lower _ g hg, hg0, map_zero, zero_add, smul_smul, hr,
        inv_mul_cancel₀ hd1, one_smul, zero_sub]
    obtain ⟨f, fa, fb⟩ : ∃ f : Spins (N + 1) → ℂ,
        (∀ w, f (append w false) = p w - r * S₋ g w) ∧ ∀ w, f (append w true) = g w :=
      ⟨fun s => if s (Fin.last N) then g (fun i => s i.castSucc) else
        p (fun i => s i.castSucc) - r * S₋ g (fun i => s i.castSucc),
        fun w => by simp [append], fun w => by simp [append]⟩
    have ea : slice f false = p - r • S₋ g := funext fa
    have eb : slice f true = g := funext fb
    refine ⟨f, fun s hs => ?_, funext fun s => ?_, fun s hb hs => ?_⟩ <;>
      obtain ⟨w, b, rfl⟩ := exists_append s
    · rw [twoM_append] at hs
      cases b <;> simp only [sz2] at hs
      · rw [fa, hp w (by omega), lower_sector hg w (by omega), mul_zero, sub_zero]
      · rw [fb, hg w (by omega)]
    · have e := congrFun (slice_ladder true f b) w
      cases b
      · rw [if_neg Bool.false_ne_true, ea, eb, ha, neg_add_cancel] at e
        exact e
      · rw [if_pos rfl, eb, hg0, add_zero] at e
        exact e
    · have hw := ((ballot_append w b).1 hb).1
      rw [twoM_append] at hs
      cases b <;> simp only [sz2] at hs
      · rw [fa, hpc w hw (by omega), add_sub_cancel_right]
      · rw [fb, hgc w hw (by omega)]
        rfl

/-- For `N` spins one half, the orthogonal projections of the ballot strings with `2M = d`
onto the kernel of S+ in that sector are linearly independent and span that kernel. -/
theorem projected_strings_basis (N : ℕ) (d : ℤ) :
    LinearIndependent ℂ (projected N d) ∧
      Submodule.span ℂ (Set.range (projected N d)) = kernelPlus N d := by
  -- overlap with a projected string reads off the amplitude on that string
  have hin : ∀ v ∈ kernelPlus N d, ∀ s, inner ℂ (projected N d s) v = v.ofLp s.1 := by
    intro v hv s
    rw [projected, Submodule.inner_starProjection_left_eq_right,
      Submodule.starProjection_eq_self_iff.2 hv, EuclideanSpace.inner_single_left]
    simp
  constructor
  · rw [linearIndependent_iff']
    intro t g h0 i hi
    obtain ⟨f, hf, hf0, hfc⟩ := exists_of_ballot d
      (fun s : Spins N => if s = i.1 then (1 : ℂ) else 0)
    have hv : WithLp.toLp 2 f ∈ kernelPlus N d := ⟨hf0, hf⟩
    have hj : ∀ j : {s : Spins N // Ballot s ∧ twoM s = d},
        f j.1 = if j = i then 1 else 0 := by
      intro j
      rw [hfc j.1 j.2.1 j.2.2]
      simp only [Subtype.ext_iff]
    have h1 := congrArg (fun x => inner ℂ x (WithLp.toLp 2 f)) h0
    simp only [sum_inner, inner_smul_left, hin _ hv, hj, inner_zero_left] at h1
    simpa [hi] using h1
  · set W := Submodule.span ℂ (Set.range (projected N d)) with hWdef
    have hW : W ≤ kernelPlus N d := by
      rw [hWdef, Submodule.span_le]
      rintro _ ⟨s, rfl⟩
      exact Submodule.starProjection_apply_mem _ _
    refine le_antisymm hW fun x hx => ?_
    -- the part of x orthogonal to the span has no amplitude on ballot strings
    have hy := Submodule.sub_starProjection_mem_orthogonal (K := W) x
    have hm := Submodule.starProjection_apply_mem W x
    have hyK := (kernelPlus N d).sub_mem hx (hW hm)
    have h0 := eq_zero_of_ballot d _ hyK.2 hyK.1 (fun s hs => by
      by_cases hb : twoM s = d
      · rw [← hin _ hyK ⟨s, hs, hb⟩]
        exact (Submodule.mem_orthogonal _ _).1 hy _ (Submodule.subset_span ⟨_, rfl⟩)
      · exact hyK.2 s hb)
    rw [sub_eq_zero.1 (WithLp.ofLp_injective 2 h0)]
    exact hm

end

end ProjectedSpinStrings
```

```lean
#print axioms ProjectedSpinStrings.projected_strings_basis
```

```
'ProjectedSpinStrings.projected_strings_basis' depends on axioms: [propext, Classical.choice, Quot.sound]
```

## Which strings are kept

Call a string *ballot* if every prefix, read from the first site, contains at least as many alphas as betas. The theorem `projected_strings_basis` says that, for every \(N\) and every integer \(d = 2M\), the projections of the ballot strings with that \(d\) are linearly independent and span the kernel of \(S_+\) in that sector. With \(k\) betas, \(d = N - 2k\).

No condition \(M \ge 0\) is needed. The whole string is one of its own prefixes, so there are no ballot strings with \(M < 0\), and the kernel there is zero.

A string is a function `Fin N → Bool`, with `false` for alpha and `true` for beta. A state assigns a complex amplitude to each string, and in `EuclideanSpace ℂ (Spins N)` the strings are orthonormal. With \(\hbar = 1\), the ladder operators act on amplitudes as

\[
(S_+f)(s)=\sum_{i:\,s_i=\alpha} f(s^{i\to\beta}),\qquad
(S_-f)(s)=\sum_{i:\,s_i=\beta} f(s^{i\to\alpha}),
\]

where \(s^{i\to\beta}\) is \(s\) with site \(i\) set to beta. This is why \(S_+\) is `ladder true`, although `true` means beta: the new amplitude on an alpha is read from the old one on a beta. `InSector d` fixes \(2M\), `kernelPlus N d` is the kernel, and `projected N d` applies the orthogonal projection to each ballot string without normalising the result.

## Pure spin states

The textbook identity \(S^2 = S_-S_+ + S_z(S_z+1)\), which is used here only for interpretation, shows that nonzero vectors in this kernel have total spin \(S = M\). Conversely, \(S = M\) gives \(S_-S_+f = 0\), hence \(\|S_+f\|^2 = \langle f, S_-S_+f\rangle = 0\). The theorem therefore bears on spin-adapted configuration interaction, though only on the spin factor for a finite number of singly occupied orbitals. Passing to an electronic wavefunction still requires attaching the spatial orbitals and antisymmetrising.

For \(N = 0\) the empty string is itself the basis at \(M = 0\). For \(N = 2\), \(M = 0\), the only ballot string is \(\alpha\beta\). Its projection is \(\tfrac12(\alpha\beta-\beta\alpha)\), or \((\alpha\beta-\beta\alpha)/\sqrt2\) when normalised: the singlet.

The same case shows what goes wrong if the prefix condition is imposed on the whole string only. Then \(\beta\alpha\) is admitted too, and its projection is minus that of \(\alpha\beta\), so independence fails.

The basis is not orthogonal in general. For \(N = 3\), \(M = \tfrac12\), the normalised projections of \(\alpha\alpha\beta\) and \(\alpha\beta\alpha\) have overlap \(-\tfrac12\).

## Splitting off the last spin

Write \(f_\alpha\) and \(f_\beta\) for the parts of \(f\) in which the last spin is alpha or beta (`slice`). A ladder operator either acts on the earlier spins or flips the last one, which is `slice_ladder`:

\[
(S_+f)_\alpha=S_+f_\alpha+f_\beta,\quad (S_+f)_\beta=S_+f_\beta,
\]
\[
(S_-f)_\alpha=S_-f_\alpha,\quad (S_-f)_\beta=S_-f_\beta+f_\alpha.
\]

If \(f\) has \(2M = d\), then \(f_\alpha\) has \(d-1\) and \(f_\beta\) has \(d+1\). Induction on \(N\) now gives \([S_+,S_-]f = d\,f\) (`raise_lower`). In the alpha part the commutator is \((d-1)f_\alpha+f_\alpha\), and in the beta part it is \((d+1)f_\beta-f_\beta\). For \(N=0\) both ladder operators vanish, and so does \(d\,f\).

**No kernel for negative M.** Let \(d<0\) and \(S_-S_+f = c f\) with an integer \(c\le 0\). The commutator gives \(S_+S_-f=(c+d)f\), and applying \(S_-\) gives \(S_-S_+(S_-f)=(c+d)S_-f\). So \(S_-f\) satisfies the same kind of equation with \(2M = d-2\) (`lower_sector`). Repeated lowering ends below \(-N\), where there are no strings. Working back up, \(S_-f=0\) implies \((c+d)f=0\), and since \(c+d<0\), \(f=0\). This is `eq_zero_of_neg`; the kernel is the case \(c=0\).

**Ballot amplitudes determine a kernel vector.** Suppose \(f\) has \(2M=d\), \(S_+f=0\) and \(f\) vanishes on all ballot strings. For \(N=0\) the only string is the empty one, which is ballot, so \(f=0\). For larger \(N\), the case \(d<0\) is settled. For \(d\ge0\), adding a last spin to a ballot string so that \(2M=d\) gives another ballot string (`ballot_append`), so both parts of \(f\) vanish on ballot strings. Since \(S_+f_\beta=0\), induction gives \(f_\beta=0\). Then \(S_+f_\alpha=0\), and induction gives \(f_\alpha=0\). This is `eq_zero_of_ballot`.

**Ballot amplitudes can be prescribed.** For \(N=0\) the operator \(S_+\) vanishes, so \(f\) can be given the prescribed amplitude if \(d=0\) and be zero otherwise. Now let \(N\ge1\). For \(d<0\) there is nothing to prescribe, and \(f=0\) serves. For \(d\ge0\), induction supplies a kernel vector \(g=f_\beta\) with the required amplitudes. The alpha part must satisfy \(S_+f_\alpha=-g\). Because \(S_+S_-g=(d+1)g\), one can take

\[
f_\alpha=p-\frac{S_-g}{d+1},\qquad S_+p=0.
\]

Induction also supplies \(p\), with ballot amplitudes chosen to compensate for the second term. This is `exists_of_ballot`.

## From amplitudes to a basis

Let \(P\) be the projection, \(e_s\) the basis vector of a ballot string \(s\) in the sector, and \(v\) a kernel vector. Then

\[
\langle Pe_s,v\rangle=\langle e_s,Pv\rangle=\langle e_s,v\rangle=v(s),
\]

which is the step `hin` in the final proof.

If \(\sum_s a_sPe_s=0\), choose a kernel vector with amplitude 1 on one ballot string \(t\) of the sector and 0 on the others. Its overlap with the sum is \(\overline{a_t}\), so \(a_t=0\). This proves independence.

For spanning, take \(x\) in the kernel and subtract its orthogonal projection onto the span of the \(Pe_s\). The remainder lies in the kernel and is orthogonal to every \(Pe_s\), so all its ballot amplitudes vanish. It is therefore zero, and \(x\) lies in the span.
